# A matrix that anticommutes with an invertible matrix has traceless odd powers, a spectrum symmetric under sign change, and determinant zero in odd dimension

Q: When I build the density of states of a non-interacting hopping model on a bipartite lattice from the moments $\operatorname{tr} H^k$, I set the odd moments to zero without evaluating them. Here $H$ is the one-particle Hamiltonian matrix. What must be true of $H$ for the Lean statement to allow that?

A: There must be an invertible matrix $G$ with $GH=-HG$. Both are complex $d\times d$ matrices with $d$ finite. Then $\operatorname{tr}H^k=0$ for every odd $k$, a number $\mu$ is an eigenvalue exactly when $-\mu$ is, and $\det H=0$ if $d$ is odd. In the code, the basis states or sites are labelled by a finite type `n`, and $d$ is `Fintype.card n`.

```lean
import Mathlib

open Matrix

namespace ChiralSymmetry

variable {n m p : Type*} [Fintype n] [DecidableEq n]
  [Fintype m] [DecidableEq m] [Fintype p] [DecidableEq p]
```

Q: My textbook's chiral operator is unitary and squares to one. Is yours the same object?

A: Yours is a special case. The name `IsChiral` is used more broadly here: it asks only for invertibility and anticommutation. Nor does $H$ have to be Hermitian, so $\mu$ may be complex. And despite the word "symmetry", $G$ anticommutes with $H$; unless $H=0$, the two do not commute.

```lean
/-- The matrix `G` is a chiral symmetry of `H`: it is invertible and anticommutes with `H`. -/
structure IsChiral (G H : Matrix n n ℂ) : Prop where
  isUnit : IsUnit G
  anticomm : G * H = -(H * G)
```

Q: Is invertibility more than a technicality?

A: Yes. A nonzero $G$ is not enough. Take $H=\operatorname{diag}(1,-1,2)$ and let $G$ exchange the first two basis vectors and annihilate the third. They anticommute, yet $\operatorname{tr}H=2$, the eigenvalue $2$ has no partner, and $\det H=-2$ in dimension three.

Q: And "eigenvalue" means what I think it means?

A: It means that some nonzero $v$ satisfies $Hv=\mu v$. The product `H *ᵥ v` is the matrix acting on the vector. The vector is not normalised; the physical state is $v/\lVert v\rVert$.

```lean
/-- The number `μ` is an eigenvalue of `H`: some nonzero vector `v` satisfies `H v = μ v`. -/
def IsEigenvalue (H : Matrix n n ℂ) (μ : ℂ) : Prop :=
  ∃ v : n → ℂ, v ≠ 0 ∧ H *ᵥ v = μ • v
```

Q: Then start with the moments. How does one anticommutation relation control $H^k$?

A: Write the relation as $GH=(-H)G$. Each time $G$ passes a factor of $H$, that factor changes sign, so after $k$ steps

$$GH^k=(-H)^kG .$$

Lean calls the one-factor relation `SemiconjBy G H (-H)`, and `pow_right` extends it to the power $k$.

```lean
/-- Moving a chiral symmetry `G` through a power of `H` reverses the sign of `H`. -/
theorem mul_pow_eq {G H : Matrix n n ℂ} (h : IsChiral G H) (k : ℕ) :
    G * H ^ k = (-H) ^ k * G := by
  have s : SemiconjBy G H (-H) := by
    change G * H = -H * G
    rw [h.anticomm, neg_mul]
  exact (s.pow_right k).eq
```

For odd $k$ we have $(-H)^k=-H^k$. Let $K=G^{-1}$. Inserting $KG=1$ and then using cyclicity of the trace gives

$$\operatorname{tr}H^k=\operatorname{tr}(KGH^k)=\operatorname{tr}(K(-H^k)G)=\operatorname{tr}(-H^kGK)=-\operatorname{tr}H^k .$$

Hence $2\operatorname{tr}H^k=0$, and the trace vanishes. The `calc` block has these same steps, with `Matrix.trace_mul_comm` as cyclicity, and the closing `linear_combination` divides by two.

```lean
/-- Every odd power of a matrix with a chiral symmetry is traceless. -/
theorem trace_odd_pow {G H : Matrix n n ℂ} (h : IsChiral G H) {k : ℕ} (hk : Odd k) :
    trace (H ^ k) = 0 := by
  obtain ⟨K, hGK, hKG⟩ := isUnit_iff_exists.mp h.isUnit
  -- conjugation by `G` preserves the trace but reverses the sign of an odd power
  have e : trace (H ^ k) = -trace (H ^ k) := by
    calc trace (H ^ k) = trace (K * (G * H ^ k)) := by
          rw [← mul_assoc, hKG, one_mul]
      _ = trace (K * (-(H ^ k) * G)) := by rw [mul_pow_eq h, hk.neg_pow]
      _ = trace (-(H ^ k) * G * K) := Matrix.trace_mul_comm _ _
      _ = -trace (H ^ k) := by rw [mul_assoc, hGK, mul_one, Matrix.trace_neg]
  linear_combination (1 / 2 : ℂ) * e
```

Q: Couldn't you have skipped this and read it off the $\pm\mu$ pairing?

A: Not from the pairing as a set of values. The matrix $\operatorname{diag}(1,1,-1)$ has eigenvalues $1$ and $-1$, but its trace is $1$. Multiplicities matter, and the trace argument avoids them.

Q: Show me the pairing, then.

A: Suppose $Hv=\mu v$ with $v\neq0$. Then

$$H(Gv)=-G(Hv)=-\mu\,(Gv).$$

The vector $Gv$ is nonzero, because $Gv=0$ would give $v=KGv=0$. So $Gv$ is an eigenvector for $-\mu$, and $Gv/\lVert Gv\rVert$ is the normalised partner state. The two halves of the proof below are these two observations.

```lean
/-- A chiral symmetry `G` of `H` maps an eigenvector of `H` with eigenvalue `μ` to an
eigenvector with eigenvalue `-μ`. -/
theorem chiral_partner {G H : Matrix n n ℂ} (h : IsChiral G H) {μ : ℂ} {v : n → ℂ}
    (hv : v ≠ 0) (hH : H *ᵥ v = μ • v) :
    G *ᵥ v ≠ 0 ∧ H *ᵥ (G *ᵥ v) = (-μ) • (G *ᵥ v) := by
  constructor
  · -- an invertible matrix annihilates no nonzero vector
    intro h0
    obtain ⟨K, _, hKG⟩ := isUnit_iff_exists.mp h.isUnit
    apply hv
    calc v = (K * G) *ᵥ v := by rw [hKG, Matrix.one_mulVec]
      _ = 0 := by rw [← Matrix.mulVec_mulVec, h0, Matrix.mulVec_zero]
  · have e : H * G = -(G * H) := by rw [h.anticomm, neg_neg]
    rw [Matrix.mulVec_mulVec, e, Matrix.neg_mulVec, ← Matrix.mulVec_mulVec, hH,
      Matrix.mulVec_smul, neg_smul]
```

Q: At $\mu=0$, does that give me two zero modes?

A: No. Zero is its own partner, and $Gv$ may be proportional to $v$.

Q: What about degeneracies away from zero?

A: For those, look at the characteristic determinant. For any complex $x$, using $-GH=HG$,

$$G(x-H)=xG+HG=(x+H)G=-\bigl((-x)-H\bigr)G .$$

Taking determinants, the overall minus sign contributes $(-1)^d$:

$$\det G\,\det(x-H)=(-1)^d\det(-x-H)\,\det G .$$

Since $\det G\neq0$, it cancels, leaving

$$\det(x-H)=(-1)^d\det(-x-H).$$

In Lean, `e` is the matrix identity, `congrArg det e` takes its determinant, and `mul_left_cancel₀ hG` removes $\det G$.

```lean
/-- The characteristic determinant of a `d` by `d` matrix with a chiral symmetry has
parity `(-1) ^ d` under reversal of the spectral parameter `x`. -/
theorem det_parity {G H : Matrix n n ℂ} (h : IsChiral G H) (x : ℂ) :
    det (x • (1 : Matrix n n ℂ) - H) =
      (-1) ^ Fintype.card n * det ((-x) • (1 : Matrix n n ℂ) - H) := by
  have hG : det G ≠ 0 := ((Matrix.isUnit_iff_isUnit_det G).mp h.isUnit).ne_zero
  have e : G * (x • (1 : Matrix n n ℂ) - H) =
      -((-x) • (1 : Matrix n n ℂ) - H) * G := by
    rw [mul_sub, h.anticomm, mul_smul_comm, mul_one, neg_sub, sub_mul,
      smul_mul_assoc, one_mul]
    module
  have d := congrArg det e
  rw [Matrix.det_mul, Matrix.det_mul, Matrix.det_neg] at d
  -- the nonzero determinant of `G` cancels
  apply mul_left_cancel₀ hG
  linear_combination d
```

The Lean theorem is this identity for each $x$; reading it as an identity of polynomials, one infers that $\mu$ and $-\mu$ have equal algebraic multiplicity, a consequence drawn here in prose only.

Q: And the odd-dimensional case?

A: Take the determinant of $GH=-HG$ itself:

$$\det G\,\det H=(-1)^d\det H\,\det G .$$

For odd $d$ this reads $2\det G\,\det H=0$, so $\det H=0$. The hypothesis `hd` supplies the sign through `hd.neg_one_pow`.

```lean
/-- A matrix of odd dimension with a chiral symmetry is singular. -/
theorem det_eq_zero_of_odd {G H : Matrix n n ℂ} (h : IsChiral G H)
    (hd : Odd (Fintype.card n)) : det H = 0 := by
  have hG : det G ≠ 0 := ((Matrix.isUnit_iff_isUnit_det G).mp h.isUnit).ne_zero
  have d := congrArg det h.anticomm
  rw [Matrix.det_neg, Matrix.det_mul, Matrix.det_mul, hd.neg_one_pow] at d
  apply mul_left_cancel₀ hG
  linear_combination (1 / 2 : ℂ) * d
```

Q: So where is the complete statement that I would cite?

A: In `chiral_symmetry`, whose three clauses are the three conclusions I gave at the start. The only new work is the "exactly when". The auxiliary claim `flip` takes an eigenvalue $\mu$ to $-\mu$; applying it to $-\mu$ gives $-(-\mu)=\mu$, which is the converse.

```lean
/-- If `H` has a chiral symmetry, its odd powers are traceless, `μ` is an eigenvalue exactly
when `-μ` is, and `H` is singular when its dimension is odd. -/
theorem chiral_symmetry {G H : Matrix n n ℂ} (h : IsChiral G H) :
    (∀ k : ℕ, Odd k → trace (H ^ k) = 0) ∧
    (∀ μ : ℂ, IsEigenvalue H μ ↔ IsEigenvalue H (-μ)) ∧
    (Odd (Fintype.card n) → det H = 0) := by
  have flip : ∀ μ : ℂ, IsEigenvalue H μ → IsEigenvalue H (-μ) := by
    rintro μ ⟨v, hv, hH⟩
    exact ⟨G *ᵥ v, chiral_partner h hv hH⟩
  refine ⟨fun k hk => trace_odd_pow h hk, fun μ => ⟨flip μ, fun hμ => ?_⟩,
    det_eq_zero_of_odd h⟩
  -- reversing the sign twice returns the original eigenvalue
  have h2 := flip (-μ) hμ
  rwa [neg_neg] at h2
```

Q: This is still algebra with an assumed $G$. My lattice doesn't come with one.

A: A bipartite lattice does. Label the sites of the two sublattices by `m` and `p`, so that `m ⊕ p` is the set of all sites, and let $A$ hold the hopping amplitudes between them. Then

$$H=\begin{pmatrix}0&A\\A^\dagger&0\end{pmatrix}.$$

The amplitudes are arbitrary complex numbers, so bond disorder and Peierls phases are allowed. In the code `Aᴴ` is $A^\dagger$, which makes this $H$ Hermitian. The zero diagonal blocks mean no hopping within a sublattice and every site energy equal to the chosen zero.

```lean
/-- The hopping Hamiltonian of a bipartite lattice, with amplitudes `A` between the two
sublattices and no terms within either of them. -/
def bipartiteHamiltonian (A : Matrix m p ℂ) : Matrix (m ⊕ p) (m ⊕ p) ℂ :=
  fromBlocks 0 A Aᴴ 0
```

For $G$, take the sublattice sign $\Gamma=\operatorname{diag}(1,-1)$ in the same blocks. It satisfies $\Gamma^2=1$, so it is its own inverse, and

$$\Gamma H=\begin{pmatrix}0&A\\-A^\dagger&0\end{pmatrix}=-H\Gamma .$$

So here the anticommutation is derived, not assumed. Lean multiplies the blocks with `Matrix.fromBlocks_multiply` and compares them. This $\Gamma$ is unitary, so it turns a normalised state into a normalised partner by reversing the sign of its amplitudes on the second sublattice.

```lean
/-- The sublattice sign, `+1` on the first sublattice and `-1` on the second, is a chiral
symmetry of every bipartite hopping Hamiltonian. -/
theorem bipartite_witness (A : Matrix m p ℂ) :
    IsChiral (fromBlocks 1 0 0 (-1)) (bipartiteHamiltonian A) where
  isUnit := isUnit_iff_exists.mpr
    ⟨fromBlocks 1 0 0 (-1), by simp [Matrix.fromBlocks_multiply],
      by simp [Matrix.fromBlocks_multiply]⟩
  anticomm := by
    simp [bipartiteHamiltonian, Matrix.fromBlocks_multiply, Matrix.fromBlocks_neg]
```

Q: Then a lattice with an odd number of sites must have a state at zero energy?

A: Yes, in this model. The total number of sites is $d$, so odd $d$ gives $\det H=0$, and a singular matrix annihilates some nonzero vector $v$. The normalised zero mode is $v/\lVert v\rVert$. In Lean, `Matrix.exists_mulVec_eq_zero_iff` converts between the vanishing determinant and the vector, and `Fintype.card_sum` adds the two site counts. The theorem gives at least one such state; it says nothing about how many there are or where their weight sits.

```lean
/-- A bipartite hopping Hamiltonian on an odd total number of sites has a nonzero state
of zero energy. -/
theorem bipartite_zero_mode (A : Matrix m p ℂ)
    (hd : Odd (Fintype.card m + Fintype.card p)) :
    ∃ v : m ⊕ p → ℂ, v ≠ 0 ∧ bipartiteHamiltonian A *ᵥ v = 0 := by
  apply Matrix.exists_mulVec_eq_zero_iff.mpr
  apply det_eq_zero_of_odd (bipartite_witness A)
  rwa [Fintype.card_sum]
```

Q: What would still stop me from applying this to a real molecule or crystal?

A: The step from the material to this matrix. You have to justify a one-particle description in an orthonormal basis of site orbitals, with negligible hopping within each sublattice and equal site energies. No theorem here estimates the error when those terms are small but present.

Q: Last doubt: is the odd dimension really used, or would $\det H=0$ follow anyway?

A: It would not follow for every dimension. A dimer with two sites and unit hopping has

$$H=\begin{pmatrix}0&1\\1&0\end{pmatrix},\qquad G=\begin{pmatrix}1&0\\0&-1\end{pmatrix}.$$

These anticommute and $G^2=1$, but $\det H=-1$. The levels are $\pm1$, paired as they should be, with none at zero. Lean checks the matrix identities entry by entry, using `fin_cases` to run through the indices, and evaluates the determinant with `Matrix.det_fin_two`.

```lean
/-- In dimension two a matrix with a chiral symmetry can be nonsingular, as the hopping
matrix of a two-site dimer shows. -/
theorem dimer_nonsingular :
    IsChiral (!![1, 0; 0, -1] : Matrix (Fin 2) (Fin 2) ℂ) !![0, 1; 1, 0] ∧
    det (!![0, 1; 1, 0] : Matrix (Fin 2) (Fin 2) ℂ) ≠ 0 := by
  have hsq : (!![1, 0; 0, -1] : Matrix (Fin 2) (Fin 2) ℂ) * !![1, 0; 0, -1] = 1 := by
    ext i j
    fin_cases i <;> fin_cases j <;> simp [Matrix.mul_apply, Fin.sum_univ_succ]
  refine ⟨⟨isUnit_iff_exists.mpr ⟨_, hsq, hsq⟩, ?_⟩, ?_⟩
  · ext i j
    fin_cases i <;> fin_cases j <;> simp [Matrix.mul_apply, Fin.sum_univ_succ]
  · simp [Matrix.det_fin_two]

end ChiralSymmetry
```

```lean
#print axioms ChiralSymmetry.trace_odd_pow
-- 'ChiralSymmetry.trace_odd_pow' depends on axioms: [propext, Classical.choice, Quot.sound]
#print axioms ChiralSymmetry.chiral_symmetry
-- 'ChiralSymmetry.chiral_symmetry' depends on axioms: [propext, Classical.choice, Quot.sound]
#print axioms ChiralSymmetry.bipartite_zero_mode
-- 'ChiralSymmetry.bipartite_zero_mode' depends on axioms: [propext, Classical.choice, Quot.sound]
#print axioms ChiralSymmetry.dimer_nonsingular
-- 'ChiralSymmetry.dimer_nonsingular' depends on axioms: [propext, Classical.choice, Quot.sound]
```
